# Harmonic-oscillator eigenfunctions detect every continuous, compactly supported state

If a continuous, compactly supported wavefunction on the real line has zero overlap with every harmonic-oscillator eigenfunction, it is identically zero. This holds for real and complex wavefunctions. It follows that two such states with the same overlaps are the same function.

## The oscillator functions

In units $\hbar=m=\omega=1$, define the physicists' Hermite polynomials $H_n$ and the functions $\varphi_n$ by

$$H_0=1,\qquad H_{n+1}=2xH_n-H_n',\qquad \varphi_n(x)=H_n(x)\,e^{-x^2/2},$$

for $n=0,1,2,\dots$ The $\varphi_n$ are unnormalised; the normalised eigenfunctions are $\psi_n=\varphi_n/\sqrt{2^n n!\sqrt\pi}$. The nonzero factor does not affect whether an overlap vanishes or whether two states have equal overlaps.

For one particle in one dimension, the result says that the full list of oscillator coefficients identifies a continuous state confined to a bounded region.

## The statement in Lean

`physHermite n` is $H_n$ as a formal real polynomial, and `oscState n x` is the number $\varphi_n(x)$. The theorem `completeness` takes a function `f : ℝ → ℂ` with three hypotheses:

- `Continuous f`: the wavefunction has no jumps.
- `HasCompactSupport f`: it vanishes outside some bounded interval, as for a particle confined to a finite region.
- `∫ x, f x * (oscState n x : ℂ) = 0` for every natural `n`: all overlaps vanish. No complex conjugate is needed because $\varphi_n$ is real.

The conclusion is `f x = 0` at every point, not merely almost everywhere. The theorem `real_completeness` is the version for real `f`, and `eq_of_overlaps_eq` is the uniqueness statement for two complex states.

Completeness of the oscillator basis usually means completeness in all of $L^2(\mathbb R)$. The theorems here concern a smaller class, which excludes the eigenfunctions themselves, since their Gaussian tails never end. They also say nothing about convergence of the expansion $\sum_n c_n\psi_n$.

## Lowering rule and energy

The lowering rule is $H_{n+1}'=2(n+1)H_n$. For $n=0$ it reads $(2x)'=2$. If it holds for $n$, then $H_{n+2}=2xH_{n+1}-2(n+1)H_n$, and differentiation gives

$$H_{n+2}'=2H_{n+1}+2(n+1)\,(2xH_n-H_n')=2(n+2)H_{n+1}.$$

Differentiating the defining recurrence and using the rule gives Hermite's equation,

$$2H_n+2xH_n'-H_n''=2(n+1)H_n,\qquad\text{so}\qquad H_n''-2xH_n'+2nH_n=0.$$

Two derivatives of $\varphi_n$ then yield

$$\varphi_n''=\bigl(H_n''-2xH_n'+(x^2-1)H_n\bigr)e^{-x^2/2}=(x^2-1-2n)\,\varphi_n,$$

which is the Schrödinger equation $-\tfrac12\varphi_n''+\tfrac12x^2\varphi_n=(n+\tfrac12)\varphi_n$.

## From Hermite polynomials to all polynomials

The recurrence can be solved for the product with $x$:

$$xH_n=\tfrac12\,(H_{n+1}+H_n').$$

Here $H_n'$ is zero for $n=0$ and $2nH_{n-1}$ otherwise. The span of the Hermite polynomials is therefore closed under multiplication by $x$. It contains $1=H_0$, hence every power $x^k$, hence every polynomial.

Let $f$ be real with all overlaps zero, and set $g(x)=f(x)e^{-x^2/2}$. The hypothesis says $\int gH_n\,dx=0$ for all $n$, so by linearity $\int gp\,dx=0$ for every polynomial $p$.

## Weierstrass approximation finishes the argument

Suppose $g$ is nonzero somewhere. Put $A=\int g^2\,dx$ and $B=\int|g|\,dx$. Since $g$ is continuous, $A>0$. Let $\varepsilon=A/(B+1)$, and choose a polynomial $p$ with $|p-g|<\varepsilon$ on an interval $[-R,R]$ containing the support of $g$. Since $\int gp\,dx=0$,

$$A=\int g\,(g-p)\,dx\le\varepsilon B<\varepsilon(B+1)=A,$$

a contradiction. Hence $g=0$, and $f=0$ because the Gaussian is never zero.

For complex $f$, the real and imaginary parts of each overlap are the overlaps of $\operatorname{Re}f$ and $\operatorname{Im}f$, so both parts vanish. For two states with equal overlaps, apply the result to their difference.

## One overlap is too few

Take $f(x)=x(1-x^2)$ on $[-1,1]$ and zero elsewhere. It is odd, so its overlap with the ground state vanishes. The next overlap detects it:

$$\int f\varphi_1\,dx=\int_{-1}^{1}2x^2(1-x^2)\,e^{-x^2/2}\,dx>0.$$

## The recurrence in a basis-set code

For the normalised functions, the formula for $xH_n$ becomes

$$x\psi_n=\sqrt{\tfrac{n+1}{2}}\,\psi_{n+1}+\sqrt{\tfrac n2}\,\psi_{n-1},$$

with the last term absent for $n=0$. In a program using an oscillator basis, this is the tridiagonal position matrix; solved for $\psi_{n+1}$, it generates the basis functions on a grid. Such a program keeps finitely many coefficients, and a nonzero state can have all of those equal to zero.

## The complete Lean file

```lean
import Mathlib

open Polynomial MeasureTheory

namespace HarmonicOscillatorCompleteness

noncomputable section

/-- The physicists' Hermite polynomials, generated by `H₀ = 1` and `Hₙ₊₁ = 2x Hₙ - Hₙ'`. -/
def physHermite : ℕ → ℝ[X]
  | 0 => 1
  | n + 1 => 2 * X * physHermite n - derivative (physHermite n)

/-- The unnormalised oscillator function `Hₙ(x) exp(-x²/2)`, in units `ħ = m = ω = 1`. -/
def oscState (n : ℕ) (x : ℝ) : ℝ := (physHermite n).eval x * Real.exp (-x ^ 2 / 2)

/-- The lowering rule `Hₙ₊₁' = 2(n+1) Hₙ`. -/
theorem derivative_physHermite (n : ℕ) :
    derivative (physHermite (n + 1)) = 2 * ((n : ℝ[X]) + 1) * physHermite n := by
  induction n with
  | zero => simp [physHermite]
  | succ n ih =>
    have h : physHermite (n + 1) = 2 * X * physHermite n - derivative (physHermite n) := rfl
    rw [show physHermite (n + 1 + 1)
      = 2 * X * physHermite (n + 1) - derivative (physHermite (n + 1)) from rfl, ih]
    simp only [derivative_sub, derivative_mul, derivative_add, derivative_X,
      derivative_natCast, derivative_ofNat, derivative_one, ih]
    push_cast
    linear_combination (-2 * ((n : ℝ[X]) + 1)) * h

/-- The derivative of a polynomial times the Gaussian `exp(-x²/2)`. -/
theorem hasDerivAt_mul_gaussian (p : ℝ[X]) (x : ℝ) :
    HasDerivAt (fun y => p.eval y * Real.exp (-y ^ 2 / 2))
      ((derivative p - X * p).eval x * Real.exp (-x ^ 2 / 2)) x := by
  have h : HasDerivAt (fun y : ℝ => -y ^ 2 / 2) (-x) x := by
    refine HasDerivAt.congr_deriv (((hasDerivAt_pow 2 x).fun_neg).div_const 2) ?_
    norm_num
    ring
  refine ((p.hasDerivAt x).fun_mul h.exp).congr_deriv ?_
  simp only [eval_sub, eval_mul, eval_X]
  ring

/-- The function `Hₙ(x) exp(-x²/2)` solves the stationary Schrödinger equation of the
harmonic oscillator with energy `n + 1/2`. -/
theorem oscState_schrodinger (n : ℕ) (x : ℝ) :
    -(1 / 2) * deriv (deriv (oscState n)) x + x ^ 2 / 2 * oscState n x
      = ((n : ℝ) + 1 / 2) * oscState n x := by
  -- Hermite's differential equation follows from the recurrence and the lowering rule
  have h := derivative_physHermite n
  rw [show physHermite (n + 1)
    = 2 * X * physHermite n - derivative (physHermite n) from rfl] at h
  simp only [derivative_sub, derivative_mul, derivative_X, derivative_ofNat] at h
  have he := congrArg (Polynomial.eval x) h
  have h1 : deriv (oscState n) = fun y =>
      (derivative (physHermite n) - X * physHermite n).eval y * Real.exp (-y ^ 2 / 2) :=
    funext fun y => (hasDerivAt_mul_gaussian (physHermite n) y).deriv
  rw [h1, (hasDerivAt_mul_gaussian _ x).deriv]
  simp only [oscState, derivative_sub, derivative_mul, derivative_X, eval_sub, eval_mul,
    eval_add, eval_X, eval_one, eval_zero, eval_ofNat, eval_natCast] at he ⊢
  linear_combination (1 / 2 * Real.exp (-x ^ 2 / 2)) * he

/-- Every real polynomial is a finite linear combination of Hermite polynomials. -/
theorem mem_span_physHermite (p : ℝ[X]) :
    p ∈ Submodule.span ℝ (Set.range physHermite) := by
  have hH : ∀ n, physHermite n ∈ Submodule.span ℝ (Set.range physHermite) :=
    fun n => Submodule.subset_span ⟨n, rfl⟩
  have hd : ∀ n, derivative (physHermite n) ∈ Submodule.span ℝ (Set.range physHermite) := by
    intro n
    cases n with
    | zero => simp [physHermite]
    | succ n =>
      have e : 2 * ((n : ℝ[X]) + 1) * physHermite n
          = (2 * ((n : ℝ) + 1)) • physHermite n := by
        have h3 : (C (2 : ℝ) : ℝ[X]) = 2 := map_ofNat C 2
        rw [smul_eq_C_mul]
        simp only [C_mul, C_add, map_natCast, map_one, h3]
      rw [derivative_physHermite, e]
      exact Submodule.smul_mem _ _ (hH n)
  -- the span is stable under multiplication by the position variable
  have hX : ∀ q ∈ Submodule.span ℝ (Set.range physHermite),
      X * q ∈ Submodule.span ℝ (Set.range physHermite) := by
    intro q hq
    induction hq using Submodule.span_induction with
    | mem q hq =>
      obtain ⟨n, rfl⟩ := hq
      have h2 : (C (2⁻¹ : ℝ) : ℝ[X]) * C 2 = 1 := by
        rw [← C_mul]
        norm_num
      have h3 : (C (2 : ℝ) : ℝ[X]) = 2 := map_ofNat C 2
      rw [h3] at h2
      have e : X * physHermite n
          = (2⁻¹ : ℝ) • (physHermite (n + 1) + derivative (physHermite n)) := by
        rw [show physHermite (n + 1)
          = 2 * X * physHermite n - derivative (physHermite n) from rfl,
          sub_add_cancel, smul_eq_C_mul]
        linear_combination (-(X * physHermite n)) * h2
      rw [e]
      exact Submodule.smul_mem _ _ (Submodule.add_mem _ (hH _) (hd n))
    | zero => simp
    | add a b _ _ ha hb =>
      rw [mul_add]
      exact Submodule.add_mem _ ha hb
    | smul c a _ ha =>
      rw [mul_smul_comm]
      exact Submodule.smul_mem _ _ ha
  have hpow : ∀ n : ℕ, (X : ℝ[X]) ^ n ∈ Submodule.span ℝ (Set.range physHermite) := by
    intro n
    induction n with
    | zero => exact hH 0
    | succ n ih =>
      rw [pow_succ']
      exact hX _ ih
  refine Polynomial.induction_on' p (fun a b ha hb => Submodule.add_mem _ ha hb) (fun n a => ?_)
  rw [← smul_X_eq_monomial]
  exact Submodule.smul_mem _ _ (hpow n)

/-- A continuous compactly supported function orthogonal to all polynomials vanishes. -/
theorem eq_zero_of_moments (g : ℝ → ℝ) (hg : Continuous g) (hc : HasCompactSupport g)
    (h : ∀ p : ℝ[X], ∫ x, g x * p.eval x = 0) (x : ℝ) : g x = 0 := by
  by_contra hx
  have hcc : HasCompactSupport (fun y => g y * g y) := hc.mul_right
  have hgg : Integrable (fun y => g y * g y) :=
    (hg.mul hg).integrable_of_hasCompactSupport hcc
  have habs : Integrable (fun y => |g y|) := (hg.integrable_of_hasCompactSupport hc).abs
  have hA : 0 < ∫ y, g y * g y :=
    (hg.mul hg).integral_pos_of_hasCompactSupport_nonneg_nonzero hcc
      (fun y => mul_self_nonneg (g y)) (mul_ne_zero hx hx)
  have hB : 0 ≤ ∫ y, |g y| := integral_nonneg fun y => abs_nonneg (g y)
  obtain ⟨ε, hε, hεA⟩ : ∃ ε : ℝ, 0 < ε ∧ ε * ((∫ y, |g y|) + 1) = ∫ y, g y * g y :=
    ⟨(∫ y, g y * g y) / ((∫ y, |g y|) + 1), by positivity,
      div_mul_cancel₀ _ (by positivity)⟩
  obtain ⟨R, hR⟩ := hc.isCompact.isBounded.subset_closedBall 0
  rw [Real.closedBall_eq_Icc] at hR
  -- Weierstrass approximation on an interval containing the support
  obtain ⟨p, hp⟩ := exists_polynomial_near_of_continuousOn (0 - R) (0 + R) g hg.continuousOn ε hε
  have hpi : Integrable (fun y => g y * p.eval y) :=
    (hg.mul p.continuous).integrable_of_hasCompactSupport hc.mul_right
  have hpt : ∀ y, g y * g y - g y * p.eval y ≤ ε * |g y| := by
    intro y
    by_cases hy : g y = 0
    · simp [hy]
    · have h1 := hp y (hR (subset_tsupport g hy))
      calc g y * g y - g y * p.eval y = g y * (g y - p.eval y) := by ring
        _ ≤ |g y * (g y - p.eval y)| := le_abs_self _
        _ = |p.eval y - g y| * |g y| := by rw [abs_mul, abs_sub_comm, mul_comm]
        _ ≤ ε * |g y| := mul_le_mul_of_nonneg_right h1.le (abs_nonneg _)
  have hI : ∫ y, g y * g y ≤ ε * ∫ y, |g y| := by
    calc ∫ y, g y * g y = ∫ y, (g y * g y - g y * p.eval y) := by
          rw [integral_sub hgg hpi, h p, sub_zero]
      _ ≤ ∫ y, ε * |g y| := integral_mono (hgg.sub hpi) (habs.const_mul ε) hpt
      _ = ε * ∫ y, |g y| := integral_const_mul _ _
  linarith [mul_add ε (∫ y, |g y|) 1]

/-- A real continuous compactly supported wavefunction orthogonal to every
`Hₙ(x) exp(-x²/2)` is identically zero. -/
theorem real_completeness (f : ℝ → ℝ) (hf : Continuous f) (hc : HasCompactSupport f)
    (h : ∀ n, ∫ x, f x * oscState n x = 0) : ∀ x, f x = 0 := by
  have hg : Continuous (fun x => f x * Real.exp (-x ^ 2 / 2)) := hf.mul (by fun_prop)
  have hgc : HasCompactSupport (fun x => f x * Real.exp (-x ^ 2 / 2)) := hc.mul_right
  have hint : ∀ p : ℝ[X], Integrable (fun x => f x * Real.exp (-x ^ 2 / 2) * p.eval x) :=
    fun p => (hg.mul p.continuous).integrable_of_hasCompactSupport hgc.mul_right
  -- orthogonality extends from Hermite polynomials to all polynomials
  have hpoly : ∀ p : ℝ[X], ∫ x, f x * Real.exp (-x ^ 2 / 2) * p.eval x = 0 := by
    intro p
    have hp := mem_span_physHermite p
    induction hp using Submodule.span_induction with
    | mem q hq =>
      obtain ⟨n, rfl⟩ := hq
      rw [← h n]
      congr 1
      funext x
      simp only [oscState]
      ring
    | zero => simp
    | add a b _ _ ha hb =>
      simp only [eval_add, mul_add]
      rw [integral_add (hint a) (hint b), ha, hb, add_zero]
    | smul c a _ ha =>
      simp only [eval_smul, smul_eq_mul, mul_left_comm _ c]
      rw [integral_const_mul, ha, mul_zero]
  intro x
  exact (mul_eq_zero.mp (eq_zero_of_moments _ hg hgc hpoly x)).resolve_right
    (Real.exp_pos _).ne'

/-- The overlap of a continuous compactly supported complex wavefunction with an oscillator
function is a convergent integral. -/
theorem integrable_overlap (f : ℝ → ℂ) (hf : Continuous f) (hc : HasCompactSupport f) (n : ℕ) :
    Integrable (fun x => f x * (oscState n x : ℂ)) := by
  have ho : Continuous (oscState n) := by
    unfold oscState
    exact (physHermite n).continuous.mul (by fun_prop)
  exact (hf.mul (Complex.continuous_ofReal.comp ho)).integrable_of_hasCompactSupport hc.mul_right

/-- A complex continuous compactly supported wavefunction orthogonal to every
`Hₙ(x) exp(-x²/2)` is identically zero. -/
theorem completeness (f : ℝ → ℂ) (hf : Continuous f) (hc : HasCompactSupport f)
    (h : ∀ n, ∫ x, f x * (oscState n x : ℂ) = 0) : ∀ x, f x = 0 := by
  -- the oscillator functions are real, so real and imaginary parts decouple
  have hre := real_completeness (fun x => (f x).re) (Complex.continuous_re.comp hf)
    (hc.comp_left (g := Complex.re) Complex.zero_re) (fun n => by
      have e := Complex.reCLM.integral_comp_comm (integrable_overlap f hf hc n)
      rw [h n] at e
      simpa only [Complex.reCLM_apply, Complex.mul_re, Complex.ofReal_re, Complex.ofReal_im,
        mul_zero, sub_zero, Complex.zero_re] using e)
  have him := real_completeness (fun x => (f x).im) (Complex.continuous_im.comp hf)
    (hc.comp_left (g := Complex.im) Complex.zero_im) (fun n => by
      have e := Complex.imCLM.integral_comp_comm (integrable_overlap f hf hc n)
      rw [h n] at e
      simpa only [Complex.imCLM_apply, Complex.mul_im, Complex.ofReal_re, Complex.ofReal_im,
        mul_zero, zero_add, Complex.zero_im] using e)
  exact fun x => Complex.ext (hre x) (him x)

/-- Two continuous compactly supported wavefunctions with the same overlaps with all
oscillator functions are equal. -/
theorem eq_of_overlaps_eq (f g : ℝ → ℂ) (hf : Continuous f) (hg : Continuous g)
    (hfc : HasCompactSupport f) (hgc : HasCompactSupport g)
    (h : ∀ n, ∫ x, f x * (oscState n x : ℂ) = ∫ x, g x * (oscState n x : ℂ)) : f = g := by
  have hs : HasCompactSupport (fun x => f x + -g x) :=
    hfc.add (hgc.comp_left (g := fun z : ℂ => -z) neg_zero)
  have hz := completeness (fun x => f x + -g x) (hf.add hg.neg) hs (fun n => by
    simp only [← sub_eq_add_neg, sub_mul]
    rw [integral_sub (integrable_overlap f hf hfc n) (integrable_overlap g hg hgc n),
      h n, sub_self])
  funext x
  linear_combination hz x

end

end HarmonicOscillatorCompleteness
```

```lean
#print axioms HarmonicOscillatorCompleteness.oscState_schrodinger
#print axioms HarmonicOscillatorCompleteness.eq_of_overlaps_eq
```

```
'HarmonicOscillatorCompleteness.oscState_schrodinger' depends on axioms: [propext, Classical.choice, Quot.sound]
'HarmonicOscillatorCompleteness.eq_of_overlaps_eq' depends on axioms: [propext, Classical.choice, Quot.sound]
```

## How the proof follows the derivation

**Oscillator functions.** `derivative_physHermite` proves the lowering rule by induction; its closing `linear_combination` substitutes the recurrence for $H_{n+1}$, as in the calculation above. `hasDerivAt_mul_gaussian` computes $(pe^{-x^2/2})'=(p'-xp)e^{-x^2/2}$ for any polynomial $p$. `oscState_schrodinger` uses it twice, then adds Hermite's equation multiplied by $\tfrac12e^{-x^2/2}$. This theorem identifies the functions as oscillator states; the completeness argument does not use it.

**Span.** In `mem_span_physHermite`, `hd` places each $H_n'$ in the span, `hX` proves closure under multiplication by $x$, and `hpow` obtains the powers by induction. An arbitrary polynomial is then assembled from monomials.

**Vanishing moments.** `eq_zero_of_moments` is the Weierstrass argument. The facts `hA` and `hB` give $A>0$ and $B\ge0$, and `hp` is the approximation on the interval. The pointwise bound `hpt`, namely $g^2-gp\le\varepsilon|g|$, is split into two cases: where $g=0$ both sides vanish, and elsewhere the point lies in the interval. This matters because $p$ need not be close to $g$ outside it. Integration gives `hI`, and `linarith` finds the contradiction.

**Wavefunctions.** `real_completeness` extends orthogonality from the $H_n$ to all polynomials by induction over the span, applies the moment theorem to $fe^{-x^2/2}$, and removes the positive Gaussian factor. `integrable_overlap` shows that the complex overlaps are convergent integrals. This lets `completeness` take real and imaginary parts inside the integral, and lets `eq_of_overlaps_eq` split the integral of a difference.
